# The extended canonical density is stationary under adaptive Langevin dynamics exactly when noise and mean friction balance

## Noisy forces and a friction that adapts

In first-principles molecular dynamics the forces on the nuclei come from an electronic-structure calculation. If that calculation relies on random sampling, the forces carry statistical noise, and noise that is independent from step to step heats the nuclei. A friction could remove the heat, but the right friction depends on the noise strength, which is often unknown. Adaptive Langevin dynamics makes the friction a variable $z$ and lets the kinetic energy steer it.

Take $n$ degrees of freedom with positions $q_i$, momenta $p_i$, masses $m_i$ and potential $U(q)$. Let $\beta$ be the target inverse temperature and $Q$ the inertia of the friction variable. With independent white noises $dW_i$ of constant amplitudes $\sigma_i$, the equations of motion are

$$dq_i=\frac{p_i}{m_i}\,dt,\qquad dp_i=-\partial_{q_i}U\,dt-z\,p_i\,dt+\sigma_i\,dW_i,$$

$$dz=\frac1Q\Big(\sum_i\frac{p_i^2}{m_i}-\frac n\beta\Big)dt .$$

When the system is too hot, $z$ grows; when it is too cold, $z$ falls. Does this feedback leave the canonical distribution unchanged, and around which value does $z$ then fluctuate?

## One friction must balance every noise

A probability density $\rho(q,p,z)$ is stationary when $\mathcal L\rho=0$, where the Fokker-Planck operator is

$$\mathcal L\rho=\sum_i\Big[-\frac{p_i}{m_i}\partial_{q_i}\rho+\partial_{q_i}U\,\partial_{p_i}\rho+\partial_{p_i}(z p_i\rho)+\frac{\sigma_i^2}{2}\partial_{p_i}^2\rho\Big]-\frac1Q\Big(\sum_i\frac{p_i^2}{m_i}-\frac n\beta\Big)\partial_z\rho .$$

The candidate is the canonical density times a Gaussian in the friction, centred on a number $c$:

$$\rho_c=\exp\Big[-\beta\Big(\sum_i\frac{p_i^2}{2m_i}+U(q)+\frac Q2(z-c)^2\Big)\Big].$$

For positive $m_i$, $Q$ and $\beta$, it satisfies $\mathcal L\rho_c=0$ everywhere if and only if

$$\beta\sigma_i^2=2m_i c\quad\text{for every } i.$$

This is the fluctuation-dissipation balance: the heat that the noise feeds into each degree of freedom is removed, on average, by a friction $c$. Since $z$ is shared, $\sigma_i^2/m_i$ must be the same for all $i$. For one degree of freedom with mass $m$ and noise amplitude $s$, the balance fixes the centre at $g=\beta s^2/(2m)$.

For simulations with noisy forces, in this model of independent white noises with constant amplitudes, the equations of motion therefore need no prior estimate of the noise strength to have $\rho_c$ as a stationary density, provided that the $\sigma_i^2$ are proportional to the masses. The friction is part of this density: if $z$ does not start from its Gaussian distribution, independently of the positions and momenta, then canonically distributed positions and momenta need not remain so.

## What the Lean statements say

The finite type `ι` labels the degrees of freedom, so $n$ is `Fintype.card ι`. The definition `density` is $\rho_c$ as written above, which is not normalised, and `fokkerPlanck` is $\mathcal L$, written with actual derivatives of an arbitrary function `ρ`. The expression `update q i x` is the position vector with coordinate $i$ replaced by $x$; differentiating in $x$ gives a partial derivative.

The hypothesis `HasPartials U dU` says that `dU q i` is the derivative of $U$ along coordinate $i$ at every $q$. Continuity of these derivatives is not required, but they must exist at every $q$, so a potential that diverges where two nuclei meet is outside the theorem as stated. The calculation below uses the derivatives of $U$ only at the configuration considered, so it still applies to such a potential wherever these derivatives exist. The force is `-dU q i`, and positive $z$ damps the motion.

The equivalence is `stationary_iff`. The theorem `stationary_one_dim` gives the equation for a single degree of freedom, with density `r` and the balance written as `β * s ^ 2 = 2 * m * g`. Finally, `friction_mean` says that at fixed positions and momenta $z\rho_c$ is integrable over $z$, the normalising integral is positive, and the mean friction is $c$.

Stationarity here means that the differential equation holds at every point. Nothing is assumed about the integrability of $e^{-\beta U}$, so $\rho_c$ need not be normalisable over all positions. Uniqueness of the stationary density and convergence towards it are separate questions, and the equivalence concerns only densities of the form $\rho_c$.

## The residual left by the operator

The first derivatives are

$$\partial_{q_i}\rho_c=-\beta\,\partial_{q_i}U\,\rho_c,\qquad \partial_{p_i}\rho_c=-\frac{\beta p_i}{m_i}\rho_c,\qquad \partial_z\rho_c=-\beta Q(z-c)\rho_c .$$

The two Hamiltonian terms cancel:

$$-\frac{p_i}{m_i}(-\beta\,\partial_{q_i}U)\rho_c+\partial_{q_i}U\Big(-\frac{\beta p_i}{m_i}\Big)\rho_c=0 .$$

The friction and noise terms share a kinetic factor:

$$\partial_{p_i}(zp_i\rho_c)=z\Big(1-\frac{\beta p_i^2}{m_i}\Big)\rho_c,$$

$$\frac{\sigma_i^2}{2}\partial_{p_i}^2\rho_c=\frac{\sigma_i^2}{2}\Big(-\frac{\beta}{m_i}+\frac{\beta^2p_i^2}{m_i^2}\Big)\rho_c=-\frac{\beta\sigma_i^2}{2m_i}\Big(1-\frac{\beta p_i^2}{m_i}\Big)\rho_c .$$

The feedback term becomes

$$\beta(z-c)\Big(\sum_i\frac{p_i^2}{m_i}-\frac n\beta\Big)\rho_c=-(z-c)\sum_i\Big(1-\frac{\beta p_i^2}{m_i}\Big)\rho_c .$$

Adding everything removes $z$ from the coefficients:

$$\mathcal L\rho_c=\sum_i a_i\Big(1-\frac{\beta p_i^2}{m_i}\Big)\rho_c,\qquad a_i=c-\frac{\beta\sigma_i^2}{2m_i}.$$

If the balance holds, every $a_i$ is zero and so is the residual. Conversely, suppose that the residual vanishes for all momenta. Since $\rho_c>0$, the sum itself vanishes. At $p=0$ this gives $\sum_j a_j=0$. With $p_i=1$ and all other momenta zero, it gives $\sum_j a_j-a_i\beta/m_i=0$. Subtracting the two leaves $a_i\beta/m_i=0$, hence $a_i=0$, which is the balance for coordinate $i$.

## The mean of the friction

At fixed $q$ and $p$, write $\rho_c=K e^{-b(z-c)^2}$ with $b=\beta Q/2>0$ and $K>0$ independent of $z$. Splitting $z=(z-c)+c$ gives

$$\int z\rho_c\,dz=K\int (z-c)e^{-b(z-c)^2}dz+cK\int e^{-b(z-c)^2}dz=0+cK\sqrt{\pi/b}.$$

The first integral vanishes because, after a shift by $c$, its integrand is odd. Dividing by $\int\rho_c\,dz=K\sqrt{\pi/b}$ gives the mean $c$.

## The Lean file

```lean
import Mathlib

open MeasureTheory Function

namespace AdaptiveLangevin

noncomputable section

variable {ι : Type*} [Fintype ι] [DecidableEq ι]

/-- The functions `dU q i` are the partial derivatives of the potential `U`;
the force on coordinate `i` is `-dU q i`. -/
def HasPartials (U : (ι → ℝ) → ℝ) (dU : (ι → ℝ) → ι → ℝ) : Prop :=
  ∀ q i, HasDerivAt (fun x => U (update q i x)) (dU q i) (q i)

/-- The unnormalised canonical density, extended by a Gaussian in the friction `z` centred on `c`,
for positive masses, `Q` and `β`. -/
def density (m : ι → ℝ) (Q β c : ℝ) (U : (ι → ℝ) → ℝ) (q p : ι → ℝ) (z : ℝ) : ℝ :=
  Real.exp (-β * (∑ i, p i ^ 2 / (2 * m i) + U q + Q * (z - c) ^ 2 / 2))

/-- The Fokker-Planck operator of adaptive Langevin dynamics with noise amplitudes `σ i`,
acting on a density `ρ`; the masses, `Q` and `β` are nonzero. -/
def fokkerPlanck (m σ : ι → ℝ) (Q β : ℝ) (dU : (ι → ℝ) → ι → ℝ)
    (ρ : (ι → ℝ) → (ι → ℝ) → ℝ → ℝ) (q p : ι → ℝ) (z : ℝ) : ℝ :=
  ∑ i, (-(p i / m i) * deriv (fun x => ρ (update q i x) p z) (q i)
      + dU q i * deriv (fun x => ρ q (update p i x) z) (p i)
      + deriv (fun x => z * x * ρ q (update p i x) z) (p i)
      + σ i ^ 2 / 2 * deriv (deriv (fun x => ρ q (update p i x) z)) (p i))
    - 1 / Q * (∑ i, p i ^ 2 / m i - (Fintype.card ι : ℝ) / β) * deriv (fun y => ρ q p y) z

/-- For a potential with partial derivatives `dU`, the density changes with position
at the rate `-β dU` times itself. -/
theorem hasDerivAt_position (m : ι → ℝ) (Q β c : ℝ) {U : (ι → ℝ) → ℝ}
    {dU : (ι → ℝ) → ι → ℝ} (hU : HasPartials U dU) (q p : ι → ℝ) (z : ℝ) (i : ι) :
    HasDerivAt (fun x => density m Q β c U (update q i x) p z)
      (-β * dU q i * density m Q β c U q p z) (q i) := by
  have h := ((((hU q i).const_add (∑ j, p j ^ 2 / (2 * m j))).add_const
    (Q * (z - c) ^ 2 / 2)).const_mul (-β)).exp
  refine h.congr_deriv ?_
  simp only [density, update_eq_self]
  ring

/-- The density changes with the momentum of coordinate `i` at the rate
`-β p_i / m_i` times itself. -/
theorem hasDerivAt_momentum (m : ι → ℝ) (Q β c : ℝ) (U : (ι → ℝ) → ℝ)
    (q p : ι → ℝ) (z : ℝ) (i : ι) (x : ℝ) :
    HasDerivAt (fun y => density m Q β c U q (update p i y) z)
      (-(β * x / m i) * density m Q β c U q (update p i x) z) x := by
  -- only one term of the kinetic energy depends on the chosen momentum
  have hsum : ∀ y : ℝ, ∑ j, (update p i y j) ^ 2 / (2 * m j)
      = y ^ 2 / (2 * m i) + ∑ j ∈ Finset.univ.erase i, p j ^ 2 / (2 * m j) := by
    intro y
    rw [← Finset.add_sum_erase _ _ (Finset.mem_univ i), update_self]
    congr 1
    refine Finset.sum_congr rfl fun j hj => ?_
    rw [update_of_ne (Finset.ne_of_mem_erase hj)]
  have hx : HasDerivAt (fun y : ℝ => y ^ 2) (2 * x) x := by
    simpa using hasDerivAt_pow 2 x
  have h := (((((hx.div_const (2 * m i)).add_const
    (∑ j ∈ Finset.univ.erase i, p j ^ 2 / (2 * m j))).add_const (U q)).add_const
    (Q * (z - c) ^ 2 / 2)).const_mul (-β)).exp
  simp only [density, hsum]
  exact h.congr_deriv (by ring)

omit [DecidableEq ι] in
/-- The density changes with the friction at the rate `-β Q (z - c)` times itself. -/
theorem hasDerivAt_friction (m : ι → ℝ) (Q β c : ℝ) (U : (ι → ℝ) → ℝ)
    (q p : ι → ℝ) (z : ℝ) :
    HasDerivAt (fun y => density m Q β c U q p y)
      (-(β * Q * (z - c)) * density m Q β c U q p z) z := by
  have hx : HasDerivAt (fun y : ℝ => (y - c) ^ 2) (2 * (z - c)) z := by
    simpa using ((hasDerivAt_id' z).sub_const c).fun_pow 2
  have h := ((((hx.const_mul Q).div_const 2).const_add
    (∑ j, p j ^ 2 / (2 * m j) + U q)).const_mul (-β)).exp
  refine h.congr_deriv ?_
  simp only [density]
  ring

/-- For nonzero `Q` and `β` and a potential with partial derivatives `dU`, the Fokker-Planck
operator applied to the extended canonical density returns that density times a sum of mismatches
between `c` and `β σ_i² / (2 m_i)`, each weighted by a kinetic factor. -/
theorem fokkerPlanck_density (m σ : ι → ℝ) {Q β : ℝ} (c : ℝ) (hQ : Q ≠ 0) (hβ : β ≠ 0)
    {U : (ι → ℝ) → ℝ} {dU : (ι → ℝ) → ι → ℝ} (hU : HasPartials U dU)
    (q p : ι → ℝ) (z : ℝ) :
    fokkerPlanck m σ Q β dU (density m Q β c U) q p z =
      (∑ i, (c - β * σ i ^ 2 / (2 * m i)) * (1 - β * (p i ^ 2 / m i)))
        * density m Q β c U q p z := by
  have key : ∀ i, -(p i / m i) * deriv (fun x => density m Q β c U (update q i x) p z) (q i)
      + dU q i * deriv (fun x => density m Q β c U q (update p i x) z) (p i)
      + deriv (fun x => z * x * density m Q β c U q (update p i x) z) (p i)
      + σ i ^ 2 / 2 * deriv (deriv (fun x => density m Q β c U q (update p i x) z)) (p i)
      = (z - β * σ i ^ 2 / (2 * m i)) * (1 - β * (p i ^ 2 / m i))
        * density m Q β c U q p z := by
    intro i
    have hp := hasDerivAt_momentum m Q β c U q p z i
    have hd := funext fun x => (hp x).deriv
    have hlin : HasDerivAt (fun x : ℝ => -(β * x / m i)) (-(β / m i)) (p i) :=
      (((hasDerivAt_id' (p i)).const_mul β).div_const (m i)).fun_neg.congr_deriv (by ring)
    have hz : HasDerivAt (fun x : ℝ => z * x) z (p i) := by
      simpa using (hasDerivAt_id' (p i)).const_mul z
    rw [(hasDerivAt_position m Q β c hU q p z i).deriv, (hz.fun_mul (hp (p i))).deriv,
      hd, (hlin.fun_mul (hp (p i))).deriv]
    simp only [update_eq_self]
    ring
  -- the feedback term replaces `z` by `c` in every mismatch
  have hfeed : ∀ A n D : ℝ, 1 / Q * (A - n / β) * (-(β * Q * (z - c)) * D)
      = (z - c) * (n - β * A) * D := by
    intro A n D
    field_simp
    ring
  have hs : (Fintype.card ι : ℝ) - β * ∑ i, p i ^ 2 / m i
      = ∑ i, (1 - β * (p i ^ 2 / m i)) := by
    simp [Finset.sum_sub_distrib, Finset.mul_sum]
  unfold fokkerPlanck
  rw [Finset.sum_congr rfl (fun i _ => key i), (hasDerivAt_friction m Q β c U q p z).deriv,
    hfeed, hs, ← Finset.sum_mul, ← sub_mul, Finset.mul_sum, ← Finset.sum_sub_distrib]
  congr 1
  exact Finset.sum_congr rfl fun i _ => by ring

/-- For positive masses, `Q` and `β` and a potential with partial derivatives `dU`, the extended
canonical density centred on `c` is stationary exactly when `β σ_i² = 2 m_i c` for every degree of
freedom. -/
theorem stationary_iff {m σ : ι → ℝ} {Q β c : ℝ} (hm : ∀ i, 0 < m i) (hQ : 0 < Q)
    (hβ : 0 < β) {U : (ι → ℝ) → ℝ} {dU : (ι → ℝ) → ι → ℝ} (hU : HasPartials U dU) :
    (∀ q p z, fokkerPlanck m σ Q β dU (density m Q β c U) q p z = 0) ↔
      ∀ i, β * σ i ^ 2 = 2 * m i * c := by
  constructor
  · intro h i
    have hres : ∀ p : ι → ℝ,
        ∑ j, (c - β * σ j ^ 2 / (2 * m j)) * (1 - β * (p j ^ 2 / m j)) = 0 := by
      intro p
      have h1 := h 0 p 0
      rw [fokkerPlanck_density m σ c hQ.ne' hβ.ne' hU] at h1
      exact (mul_eq_zero.mp h1).resolve_right (Real.exp_pos _).ne'
    -- compare zero momentum with a unit momentum along coordinate `i`
    have h0 : ∑ j, (c - β * σ j ^ 2 / (2 * m j)) = 0 := by simpa using hres 0
    have h1 := hres (Pi.single i 1)
    simp only [mul_sub, mul_one, Finset.sum_sub_distrib] at h1 h0
    have h2 : ∑ j, (c - β * σ j ^ 2 / (2 * m j))
        * (β * ((Pi.single i (1 : ℝ) : ι → ℝ) j ^ 2 / m j))
        = (c - β * σ i ^ 2 / (2 * m i)) * (β * (1 / m i)) := by
      rw [Finset.sum_eq_single i]
      · rw [Pi.single_eq_same, one_pow]
      · intro j _ hj
        simp [Pi.single_eq_of_ne hj]
      · intro hi
        exact absurd (Finset.mem_univ i) hi
    have h3 : (c - β * σ i ^ 2 / (2 * m i)) * (β * (1 / m i)) = 0 := by linarith
    have hpos : β * (1 / m i) ≠ 0 := (mul_pos hβ (one_div_pos.mpr (hm i))).ne'
    have h4 := (mul_eq_zero.mp h3).resolve_right hpos
    have hmi := (hm i).ne'
    field_simp at h4
    linarith
  · intro h q p z
    rw [fokkerPlanck_density m σ c hQ.ne' hβ.ne' hU, Finset.sum_eq_zero, zero_mul]
    intro i _
    have hmi := (hm i).ne'
    rw [h i, mul_div_cancel_left₀ c (mul_ne_zero two_ne_zero hmi), sub_self, zero_mul]

/-- One degree of freedom: for positive `m`, `Q`, `β`, a differentiable potential and
`β s² = 2 m g`, the extended canonical density `r` centred on `g` solves the stationary
adaptive-Langevin equation. -/
theorem stationary_one_dim {m s Q β g : ℝ} (hm : 0 < m) (hQ : 0 < Q) (hβ : 0 < β)
    (hg : β * s ^ 2 = 2 * m * g) {U U' : ℝ → ℝ} (hU : ∀ q, HasDerivAt U (U' q) q)
    {r : ℝ → ℝ → ℝ → ℝ} (hr : ∀ q p z, r q p z =
      Real.exp (-β * (p ^ 2 / (2 * m) + U q + Q * (z - g) ^ 2 / 2))) (q p z : ℝ) :
    -(p / m) * deriv (fun x => r x p z) q + U' q * deriv (fun x => r q x z) p
      + deriv (fun x => z * x * r q x z) p + s ^ 2 / 2 * deriv (deriv (fun x => r q x z)) p
      - 1 / Q * (p ^ 2 / m - 1 / β) * deriv (fun y => r q p y) z = 0 := by
  have hup : ∀ (a : Unit → ℝ) (i : Unit) (x : ℝ), update a i x = fun _ => x := by
    intro a i x
    funext j
    cases i
    cases j
    exact update_self _ _ _
  have hP : HasPartials (fun a : Unit → ℝ => U (a ())) (fun a _ => U' (a ())) := by
    intro a i
    simp only [hup]
    exact hU (a ())
  have hr' : r = fun q p z => density (fun _ : Unit => m) Q β g (fun a => U (a ()))
      (fun _ => q) (fun _ => p) z := by
    funext q p z
    simp [hr, density]
  have h := (stationary_iff (σ := fun _ : Unit => s) (c := g) (fun _ => hm) hQ hβ hP).2
    (fun _ => hg) (fun _ => q) (fun _ => p) z
  simp only [fokkerPlanck, Finset.univ_unique, Finset.sum_singleton, hup,
    Fintype.card_unit, Nat.cast_one] at h
  simp only [hr']
  linear_combination h

omit [DecidableEq ι] in
/-- For positive `Q` and `β`, at fixed positions and momenta the friction has a finite mean
under the extended canonical density, and this mean is `c`. -/
theorem friction_mean (m : ι → ℝ) {Q β : ℝ} (c : ℝ) (hQ : 0 < Q) (hβ : 0 < β)
    (U : (ι → ℝ) → ℝ) (q p : ι → ℝ) :
    Integrable (fun z => z * density m Q β c U q p z) ∧
      0 < ∫ z, density m Q β c U q p z ∧
      (∫ z, z * density m Q β c U q p z) / (∫ z, density m Q β c U q p z) = c := by
  obtain ⟨b, hb⟩ : ∃ b, b = β * Q / 2 := ⟨_, rfl⟩
  have hb0 : 0 < b := by rw [hb]; positivity
  obtain ⟨K, hK⟩ : ∃ K, K = Real.exp (-β * (∑ i, p i ^ 2 / (2 * m i) + U q)) := ⟨_, rfl⟩
  have hK0 : 0 < K := by rw [hK]; exact Real.exp_pos _
  have hρ : ∀ z, density m Q β c U q p z = K * Real.exp (-b * (z - c) ^ 2) := by
    intro z
    rw [density, hK, hb, ← Real.exp_add]
    congr 1
    ring
  have hzρ : ∀ z, z * density m Q β c U q p z = K * ((z - c) * Real.exp (-b * (z - c) ^ 2)
      + c * Real.exp (-b * (z - c) ^ 2)) := by
    intro z
    rw [hρ]
    ring
  have i0 : Integrable (fun z : ℝ => Real.exp (-b * (z - c) ^ 2)) :=
    (integrable_exp_neg_mul_sq hb0).comp_sub_right c
  have i1 : Integrable (fun z : ℝ => (z - c) * Real.exp (-b * (z - c) ^ 2)) :=
    (integrable_mul_exp_neg_mul_sq hb0).comp_sub_right c
  have s0 : ∫ z : ℝ, Real.exp (-b * (z - c) ^ 2) = √(Real.pi / b) :=
    (integral_sub_right_eq_self (fun x : ℝ => Real.exp (-b * x ^ 2)) c).trans
      (integral_gaussian b)
  -- the first moment about the centre vanishes by odd symmetry
  have odd : ∀ f : ℝ → ℝ, (∀ x, f (-x) = -f x) → ∫ x, f x = 0 := by
    intro f hf
    have h1 : ∫ x, f (-x) = ∫ x, f x := integral_neg_eq_self f volume
    simp only [hf, integral_neg] at h1
    linarith
  have s1 : ∫ z : ℝ, (z - c) * Real.exp (-b * (z - c) ^ 2) = 0 :=
    (integral_sub_right_eq_self (fun x : ℝ => x * Real.exp (-b * x ^ 2)) c).trans
      (odd _ fun x => by rw [neg_sq]; ring)
  have hG : 0 < √(Real.pi / b) := Real.sqrt_pos.mpr (div_pos Real.pi_pos hb0)
  simp only [hzρ]
  simp only [hρ]
  refine ⟨(i1.add (i0.const_mul c)).const_mul K, ?_, ?_⟩
  · rw [integral_const_mul, s0]
    exact mul_pos hK0 hG
  · rw [integral_const_mul, integral_const_mul, integral_add i1 (i0.const_mul c),
      integral_const_mul, s0, s1, zero_add, mul_div_mul_left _ _ hK0.ne',
      mul_div_cancel_right₀ _ hG.ne']

end

end AdaptiveLangevin
```

```lean
#print axioms AdaptiveLangevin.stationary_one_dim
#print axioms AdaptiveLangevin.friction_mean
```

```
'AdaptiveLangevin.stationary_one_dim' depends on axioms: [propext, Classical.choice, Quot.sound]
'AdaptiveLangevin.friction_mean' depends on axioms: [propext, Classical.choice, Quot.sound]
```

## From derivatives to the equivalence

The lemmas `hasDerivAt_position`, `hasDerivAt_momentum` and `hasDerivAt_friction` are the three first derivatives, each obtained by the chain rule for the exponential. In the momentum lemma, `hsum` separates the one kinetic term that varies from the rest. That lemma holds at every value of the chosen momentum, which is what allows a second differentiation.

The residual formula is `fokkerPlanck_density`. Its step `key` collects the Hamiltonian, friction and noise terms for one coordinate, with $z$ still in the coefficient. The step `hfeed` rewrites the feedback term, and `hs` distributes $n$ over the sum as one unit per degree of freedom. Combining them replaces $z$ by $c$.

In `stationary_iff`, the forward direction first obtains `hres`, the vanishing sum, by cancelling the positive exponential. It then compares zero momentum, `h0`, with the momentum `Pi.single i 1`, `h1`; their difference is `h3`, the equation $a_i\beta/m_i=0$. The reverse direction shows that each summand is zero.

For `stationary_one_dim`, the label type is `Unit`, which has one element. The sums then reduce to single terms, and the general equivalence supplies the equation.

The proof of `friction_mean` follows the split of $z$ above: `i0` and `i1` give integrability of the two parts, `s0` evaluates the shifted Gaussian integral, and `s1` applies `odd`, which says that the integral of an odd function is zero. The common factors $K$ and $\sqrt{\pi/b}$ are positive, so they cancel in the quotient.
